# The Fermi-Löwdin orbitals of a block-diagonal density matrix are those of its blocks

Two well-separated molecules, computed as one system, are supposed to have the same Fermi-Löwdin orbitals as each molecule computed alone. What bothers me is the Löwdin step: it multiplies all the Fermi orbitals at once by $S^{-1/2}$, the inverse square root of the full overlap matrix. Why does that not let one molecule alter the orbitals of the other? And what stops me from giving one molecule a descriptor too many and the other one too few?

## Each fragment keeps its orbitals and its descriptor count

Neither can happen if the joint density matrix is a Hermitian projector $P=\mathrm{diag}(P_A,P_B)$ and the descriptors, $\operatorname{rank}P$ in number, select linearly independent columns of $P$. Fragment $A$ then has exactly $\operatorname{tr}P_A$ descriptors, fragment $B$ has $\operatorname{tr}P_B$, and each Fermi-Löwdin orbital is the one built from its own block, $P_A$ or $P_B$, extended by zero. These are the orbitals of the molecules computed alone if the blocks are the density matrices of the molecules computed alone.

**Counting.** Let $N_A$ and $N_B$ be the numbers of descriptors on the fragments. Since $P^2=P$, each block is idempotent too. An idempotent matrix acts as the identity on its range and vanishes on its kernel, so its rank is its trace. Hence $\operatorname{rank}P=\operatorname{tr}P_A+\operatorname{tr}P_B=\operatorname{rank}P_A+\operatorname{rank}P_B$. Independent columns of a block cannot outnumber its rank, so $N_A\le\operatorname{rank}P_A$ and $N_B\le\operatorname{rank}P_B$. The two sides have equal totals, so both bounds are equalities. A surplus descriptor on $A$ would make the columns there dependent.

**Fermi orbitals.** The orbital for a descriptor at grid point $a_i$ is
$$F_i(r)=\frac{P(r,a_i)}{\sqrt{P(a_i,a_i)}},\qquad P(a_i,a_i)=\sum_r|P(r,a_i)|^2>0.$$
The sum follows from $P=P^2=P^\dagger P$, and it is positive because an independent column is nonzero. If $a_i$ lies on $A$, then $F_i$ vanishes on $B$, so $F=\mathrm{diag}(F_A,F_B)$.

**Orthogonalization.** The overlap is therefore $S=F^\dagger F=\mathrm{diag}(S_A,S_B)$, with $S_A=F_A^\dagger F_A$ and $S_B=F_B^\dagger F_B$. If $S_Av=0$, then $\|F_Av\|^2=v^\dagger S_Av=0$. This is a linear relation between independent columns, so $v=0$ and $S_A$ is invertible; the same holds for $S_B$. The matrix $\mathrm{diag}(S_A^{1/2},S_B^{1/2})$ is positive and squares to $S$, so it is the unique positive square root. Inverting it block by block gives
$$FS^{-1/2}=\mathrm{diag}(F_AS_A^{-1/2},\,F_BS_B^{-1/2}).$$
The Löwdin step can mix orbitals, but only within a fragment.

## Three orbitals on five grid points

Let $A$ have three points, with $P_A$ equal to $2/3$ on the diagonal and $-1/3$ elsewhere, and descriptors at points 1 and 2. The trace is 2, as it should be. The two Fermi orbitals overlap by $(-1/3)/(2/3)=-1/2$, so $S_A$ has eigenvalues $1/2$ and $3/2$. The Löwdin orbitals are approximately
$$(0.789,-0.211,-0.577),\qquad(-0.211,0.789,-0.577).$$
Let $B$ have two points, with all entries of $P_B$ equal to $1/2$ and one descriptor. Its orbital is $(1,1)/\sqrt2$. In the joint system the first two orbitals acquire two zeros at the end, and the third acquires three zeros in front.

## What the Lean statement says

The types `α` and `β` are the finite grids of the two fragments, not spin labels, and `m` and `n` are types of descriptor labels, not numbers. The maps `a` and `b` place the descriptors on the grids. `fromBlocks PA 0 0 PB` is the joint density matrix, and `Sum.map a b` is the joint placement.

`FermiDescriptors` collects the four conditions: Hermitian, idempotent, independent columns, and as many descriptors as the rank. Idempotency stands for integer occupation of the orbitals in a single spin channel. `size_consistency` assumes these conditions only for the joint system. It concludes the two trace formulas and the equality of the whole orbital matrices, one orbital per column. `CFC.sqrt` is the positive matrix square root, and inner products are plain sums over grid points, without quadrature weights.

Size consistency here concerns orbitals at given descriptor positions; no energy or descriptor optimization appears. The step to real molecules takes two assumptions. The blocks $P_A$ and $P_B$ have to be the density matrices of the molecules computed alone, so neither molecule may polarize the other or exchange charge with it. And $P$ has to have the exact block form: tails at finite distance violate it slightly, and an electron shared between distant fragments violates it badly.

```lean
import Mathlib

open Matrix
open scoped MatrixOrder ComplexOrder

namespace FermiLoewdin

noncomputable section

variable {α β m n : Type*} [Fintype α] [Fintype β] [Fintype m] [Fintype n]
  [DecidableEq α] [DecidableEq β] [DecidableEq m] [DecidableEq n]

/-- Admissible descriptors `a` for a density matrix `P`: `P` is a Hermitian projector, its
columns at the descriptors are linearly independent, and there are `rank P` descriptors. -/
structure FermiDescriptors (P : Matrix α α ℂ) (a : m → α) : Prop where
  herm : P.IsHermitian
  idem : P * P = P
  indep : LinearIndependent ℂ (fun i => P.col (a i))
  complete : Fintype.card m = P.rank

/-- The Fermi orbitals, one per column: `P(r, aᵢ) / √P(aᵢ, aᵢ)`, for descriptors at which the
density `P(aᵢ, aᵢ)` is positive. -/
def fermiOrbital (P : Matrix α α ℂ) (a : m → α) : Matrix α m ℂ :=
  Matrix.of fun r i => P r (a i) / (Real.sqrt (P (a i) (a i)).re : ℂ)

/-- The overlap matrix of the Fermi orbitals. -/
def overlap (P : Matrix α α ℂ) (a : m → α) : Matrix m m ℂ :=
  (fermiOrbital P a)ᴴ * fermiOrbital P a

/-- The Fermi-Löwdin orbitals `F S^(-1/2)`, for Fermi orbitals `F` with invertible
overlap `S`. -/
def loewdinOrbital (P : Matrix α α ℂ) (a : m → α) : Matrix α m ℂ :=
  fermiOrbital P a * (CFC.sqrt (overlap P a))⁻¹

/-- The rank of an idempotent density matrix is its trace. -/
theorem rank_eq_trace (P : Matrix α α ℂ) (h : P * P = P) : (P.rank : ℂ) = P.trace := by
  have hp : LinearMap.IsProj (LinearMap.range P.mulVecLin) P.mulVecLin :=
    ⟨fun x => ⟨x, rfl⟩, by
      rintro _ ⟨y, rfl⟩
      simp only [Matrix.mulVecLin_apply, Matrix.mulVec_mulVec, h]⟩
  have ht := hp.trace
  have hM : LinearMap.toMatrix' P.mulVecLin = P := LinearMap.toMatrix'_toLin' P
  rw [LinearMap.trace_eq_matrix_trace ℂ (Pi.basisFun ℂ α),
    LinearMap.toMatrix_eq_toMatrix', hM] at ht
  exact ht.symm

omit [DecidableEq α] [DecidableEq m] in
/-- Descriptors with linearly independent columns of `P` number at most `rank P`. -/
theorem card_le_rank (P : Matrix α α ℂ) (a : m → α)
    (h : LinearIndependent ℂ (fun i => P.col (a i))) : Fintype.card m ≤ P.rank := by
  rw [Matrix.rank_eq_finrank_span_cols, ← finrank_span_eq_card h]
  apply Submodule.finrank_mono
  apply Submodule.span_mono
  rintro _ ⟨i, rfl⟩
  exact ⟨a i, rfl⟩

omit [DecidableEq m] [DecidableEq n] in
/-- Descriptors are admissible for two separated fragments together exactly when those on
each fragment are admissible for that fragment alone. -/
theorem descriptors_fromBlocks (PA : Matrix α α ℂ) (PB : Matrix β β ℂ)
    (a : m → α) (b : n → β) :
    FermiDescriptors (fromBlocks PA 0 0 PB) (Sum.map a b) ↔
      FermiDescriptors PA a ∧ FermiDescriptors PB b := by
  have hidem : fromBlocks PA 0 0 PB * fromBlocks PA 0 0 PB = fromBlocks PA 0 0 PB ↔
      PA * PA = PA ∧ PB * PB = PB := by
    simp [fromBlocks_multiply, fromBlocks_inj]
  -- a linear relation between columns splits into one relation per fragment
  have hind : LinearIndependent ℂ (fun i => (fromBlocks PA 0 0 PB).col (Sum.map a b i)) ↔
      LinearIndependent ℂ (fun i => PA.col (a i)) ∧
      LinearIndependent ℂ (fun i => PB.col (b i)) := by
    simp only [Fintype.linearIndependent_iff, funext_iff, Sum.forall, Fintype.sum_sum_type,
      Finset.sum_apply, Pi.add_apply, Pi.smul_apply, Pi.zero_apply, smul_eq_mul, col_apply,
      Sum.map_inl, Sum.map_inr, fromBlocks_apply₁₁, fromBlocks_apply₁₂, fromBlocks_apply₂₁,
      fromBlocks_apply₂₂, Matrix.zero_apply, mul_zero, Finset.sum_const_zero, add_zero, zero_add]
    exact ⟨fun h => ⟨fun g hg => (h (Sum.elim g 0) ⟨by simpa using hg, by simp⟩).1,
      fun g hg => (h (Sum.elim 0 g) ⟨by simp, by simpa using hg⟩).2⟩,
      fun h g hg => ⟨h.1 _ hg.1, h.2 _ hg.2⟩⟩
  -- ranks add because traces do
  have hrank (hA : PA * PA = PA) (hB : PB * PB = PB) :
      (fromBlocks PA 0 0 PB).rank = PA.rank + PB.rank := by
    have h := rank_eq_trace _ (hidem.mpr ⟨hA, hB⟩)
    have ht : (fromBlocks PA 0 0 PB).trace = PA.trace + PB.trace := by
      simp [Matrix.trace, Fintype.sum_sum_type]
    rw [ht, ← rank_eq_trace PA hA, ← rank_eq_trace PB hB] at h
    exact_mod_cast h
  constructor
  · intro h
    obtain ⟨hA, hB⟩ := hidem.mp h.idem
    obtain ⟨iA, iB⟩ := hind.mp h.indep
    obtain ⟨sA, -, -, sB⟩ := isHermitian_fromBlocks_iff.mp h.herm
    have hc := h.complete
    rw [hrank hA hB, Fintype.card_sum] at hc
    have cA := card_le_rank PA a iA
    have cB := card_le_rank PB b iB
    exact ⟨⟨sA, hA, iA, by omega⟩, ⟨sB, hB, iB, by omega⟩⟩
  · rintro ⟨hA, hB⟩
    exact ⟨isHermitian_fromBlocks_iff.mpr ⟨hA.herm, by simp, by simp, hB.herm⟩,
      hidem.mpr ⟨hA.idem, hB.idem⟩, hind.mpr ⟨hA.indep, hB.indep⟩,
      by rw [hrank hA.idem hB.idem, Fintype.card_sum, hA.complete, hB.complete]⟩

omit [DecidableEq α] [DecidableEq m] in
/-- The density is positive at every admissible descriptor. -/
theorem density_pos {P : Matrix α α ℂ} {a : m → α} (h : FermiDescriptors P a) (i : m) :
    0 < (P (a i) (a i)).re := by
  obtain ⟨r, hr⟩ := Function.ne_iff.mp (h.indep.ne_zero i)
  have key : (P (a i) (a i)).re = ∑ r, Complex.normSq (P r (a i)) := by
    conv_lhs => rw [← h.idem]
    rw [Matrix.mul_apply, Complex.re_sum]
    refine Finset.sum_congr rfl fun r _ => ?_
    rw [← h.herm.apply (a i) r]
    simp [Complex.normSq_apply]
  rw [key]
  exact Finset.sum_pos' (fun _ _ => Complex.normSq_nonneg _)
    ⟨r, Finset.mem_univ r, Complex.normSq_pos.mpr hr⟩

omit [DecidableEq α] [DecidableEq m] in
/-- The overlap matrix is positive semidefinite. -/
theorem overlap_nonneg (P : Matrix α α ℂ) (a : m → α) : 0 ≤ overlap P a :=
  Matrix.nonneg_iff_posSemidef.mpr (posSemidef_conjTranspose_mul_self _)

omit [DecidableEq α] in
/-- For admissible descriptors the square root of the overlap matrix is invertible. -/
theorem sqrt_overlap_isUnit {P : Matrix α α ℂ} {a : m → α} (h : FermiDescriptors P a) :
    IsUnit (CFC.sqrt (overlap P a)).det := by
  rw [isUnit_iff_ne_zero]
  intro h0
  have hS : (overlap P a).det = 0 := by
    rw [← CFC.sqrt_mul_sqrt_self _ (overlap_nonneg P a), Matrix.det_mul, h0, zero_mul]
  obtain ⟨v, hv, hz⟩ := Matrix.exists_mulVec_eq_zero_iff.mpr hS
  rw [overlap, conjTranspose_mul_self_mulVec_eq_zero] at hz
  apply hv
  ext i
  -- a null vector would be a linear relation between columns of `P`
  have hi := Fintype.linearIndependent_iff.mp h.indep
    (fun j => v j / (Real.sqrt (P (a j) (a j)).re : ℂ)) (by
      ext r
      have hr := congrFun hz r
      simp only [Matrix.mulVec, dotProduct, fermiOrbital, Matrix.of_apply] at hr
      simp only [Finset.sum_apply, Pi.smul_apply, smul_eq_mul, Matrix.col_apply]
      refine Eq.trans (Finset.sum_congr rfl fun j _ => ?_) hr
      ring) i
  exact (div_eq_zero_iff.mp hi).resolve_right
    (by exact_mod_cast (Real.sqrt_pos.mpr (density_pos h i)).ne')

/-- The positive square root of a block-diagonal positive semidefinite matrix is taken block
by block. -/
theorem sqrt_fromBlocks {G : Matrix m m ℂ} {H : Matrix n n ℂ} (hG : 0 ≤ G) (hH : 0 ≤ H) :
    CFC.sqrt (fromBlocks G 0 0 H) = fromBlocks (CFC.sqrt G) 0 0 (CFC.sqrt H) := by
  have pG := Matrix.nonneg_iff_posSemidef.mp (CFC.sqrt_nonneg G)
  have pH := Matrix.nonneg_iff_posSemidef.mp (CFC.sqrt_nonneg H)
  apply CFC.sqrt_unique
  · simp [fromBlocks_multiply, CFC.sqrt_mul_sqrt_self G hG, CFC.sqrt_mul_sqrt_self H hH]
  · apply Matrix.nonneg_iff_posSemidef.mpr
    apply PosSemidef.of_dotProduct_mulVec_nonneg
    · exact isHermitian_fromBlocks_iff.mpr ⟨pG.isHermitian, by simp, by simp, pH.isHermitian⟩
    · intro x
      have e : star x ⬝ᵥ (fromBlocks (CFC.sqrt G) 0 0 (CFC.sqrt H) *ᵥ x) =
          star (x ∘ Sum.inl) ⬝ᵥ (CFC.sqrt G *ᵥ (x ∘ Sum.inl)) +
          star (x ∘ Sum.inr) ⬝ᵥ (CFC.sqrt H *ᵥ (x ∘ Sum.inr)) := by
        rw [fromBlocks_mulVec]
        simp [dotProduct, Fintype.sum_sum_type]
      rw [e]
      exact add_nonneg (pG.dotProduct_mulVec_nonneg _) (pH.dotProduct_mulVec_nonneg _)

/-- Size consistency: for admissible descriptors on two separated fragments, the number on
each fragment is the trace of its density matrix, and every Fermi-Löwdin orbital is that of
its own fragment alone, extended by zero. -/
theorem size_consistency {PA : Matrix α α ℂ} {PB : Matrix β β ℂ} {a : m → α} {b : n → β}
    (h : FermiDescriptors (fromBlocks PA 0 0 PB) (Sum.map a b)) :
    (Fintype.card m : ℂ) = PA.trace ∧ (Fintype.card n : ℂ) = PB.trace ∧
      loewdinOrbital (fromBlocks PA 0 0 PB) (Sum.map a b) =
        fromBlocks (loewdinOrbital PA a) 0 0 (loewdinOrbital PB b) := by
  obtain ⟨hA, hB⟩ := (descriptors_fromBlocks PA PB a b).mp h
  refine ⟨by rw [hA.complete, rank_eq_trace PA hA.idem],
    by rw [hB.complete, rank_eq_trace PB hB.idem], ?_⟩
  have hF : fermiOrbital (fromBlocks PA 0 0 PB) (Sum.map a b) =
      fromBlocks (fermiOrbital PA a) 0 0 (fermiOrbital PB b) := by
    ext (r | r) (i | i) <;> simp [fermiOrbital]
  have hS : overlap (fromBlocks PA 0 0 PB) (Sum.map a b) =
      fromBlocks (overlap PA a) 0 0 (overlap PB b) := by
    simp [overlap, hF, fromBlocks_conjTranspose, fromBlocks_multiply]
  -- the inverse square root is block diagonal too
  have hI : (fromBlocks (CFC.sqrt (overlap PA a)) 0 0 (CFC.sqrt (overlap PB b)))⁻¹ =
      fromBlocks (CFC.sqrt (overlap PA a))⁻¹ 0 0 (CFC.sqrt (overlap PB b))⁻¹ := by
    apply inv_eq_right_inv
    simp [fromBlocks_multiply, mul_nonsing_inv _ (sqrt_overlap_isUnit hA),
      mul_nonsing_inv _ (sqrt_overlap_isUnit hB)]
  rw [loewdinOrbital, hF, hS, sqrt_fromBlocks (overlap_nonneg PA a) (overlap_nonneg PB b),
    hI, fromBlocks_multiply]
  simp [loewdinOrbital]

/-- Two two-point fragments, each with one orbital spread evenly over its points and one
descriptor, together have admissible descriptors. -/
theorem descriptors_witness :
    FermiDescriptors
      (fromBlocks (!![1/2, 1/2; 1/2, 1/2] : Matrix (Fin 2) (Fin 2) ℂ) 0 0
        (!![1/2, 1/2; 1/2, 1/2] : Matrix (Fin 2) (Fin 2) ℂ))
      (Sum.map (![0] : Fin 1 → Fin 2) (![0] : Fin 1 → Fin 2)) := by
  have hi : (!![1/2, 1/2; 1/2, 1/2] : Matrix (Fin 2) (Fin 2) ℂ) * !![1/2, 1/2; 1/2, 1/2] =
      !![1/2, 1/2; 1/2, 1/2] := by
    ext i j
    fin_cases i <;> fin_cases j <;> norm_num [Matrix.mul_apply, Fin.sum_univ_succ]
  have hD : FermiDescriptors (!![1/2, 1/2; 1/2, 1/2] : Matrix (Fin 2) (Fin 2) ℂ)
      (![0] : Fin 1 → Fin 2) := by
    refine ⟨Matrix.IsHermitian.ext fun i j => by fin_cases i <;> fin_cases j <;> simp,
      hi, ?_, ?_⟩
    · rw [Fintype.linearIndependent_iff]
      intro g hg i
      have h0 : g 0 * (1/2) = 0 := by simpa using congrFun hg 0
      fin_cases i
      change g 0 = 0
      linear_combination 2 * h0
    · apply Nat.cast_injective (R := ℂ)
      rw [rank_eq_trace _ hi, trace_fin_two, Fintype.card_fin]
      change ((1 : ℕ) : ℂ) = 1/2 + 1/2
      norm_num
  exact (descriptors_fromBlocks _ _ _ _).mpr ⟨hD, hD⟩

end

end FermiLoewdin
```

```lean
#print axioms FermiLoewdin.size_consistency
-- 'FermiLoewdin.size_consistency' depends on axioms: [propext, Classical.choice, Quot.sound]
```

## From the matrix argument to the Lean proof

`rank_eq_trace` treats $P$ as a projection onto its range, whose trace is the dimension of that range. `card_le_rank` compares the span of the selected columns with the span of all columns.

`descriptors_fromBlocks` does the counting, and proves an equivalence: joint descriptors are admissible exactly when those of both fragments are. To restrict independence to one fragment, it pads the coefficients with zeros on the other (`Sum.elim g 0`). `omega` then turns the two bounds and the equal totals into equalities.

`density_pos` is the sum of squares above. `sqrt_overlap_isUnit` argues by contradiction: a vanishing determinant would give a null vector of $S$, hence a relation between columns of $P$. `sqrt_fromBlocks` checks that the block matrix of roots is positive and has the right square, then applies uniqueness.

In `size_consistency`, the steps `hF`, `hS` and `hI` establish the block form of the Fermi orbitals, the overlap and the inverse root, and multiplication finishes the proof. `descriptors_witness` supplies a concrete admissible case, two copies of the two-point fragment $B$ above.

## Gram-Schmidt and self-interaction corrections

The same block structure makes Gram-Schmidt orthogonalization of the Fermi orbitals size-consistent, provided the order within each fragment is kept: orbitals on different fragments are already orthogonal, so every subtraction stays within one fragment.

For self-interaction corrections evaluated orbital by orbital, the result means that, with fixed descriptors and an exactly block-diagonal projector whose blocks are those of the isolated fragments, a distant fragment does not change the orbital densities entering the correction.
